# One-phonon RIXS of a displaced oscillator: at nonreal detuning the amplitude is $\sqrt g\,w$ times a Poisson average of neighbouring propagator products

## A cutoff that changes the power law

Cut off the sum over vibrational levels in a one-phonon RIXS (resonant inelastic X-ray scattering) calculation, and far from resonance the amplitude falls off with the wrong power of the detuning. The sum is

$$A_1(z)=\sum_{m\ge 0}\frac{P_m\,(m-g)}{\sqrt g\,(z-mw)},\qquad P_m=e^{-g}\frac{g^m}{m!}.$$

Here $w$ is the phonon energy, $g$ the Huang-Rhys factor, $m$ the vibrational level of the core-excited state and $z$ the detuning from the level $m=0$, made complex by the finite core-hole lifetime. The weights are negative for $m<g$ and positive for $m>g$, and they add up to zero. If the sum stops at $m=M$, they add up to $-\sqrt g\,P_M$ instead, which leaves a spurious tail $-\sqrt g\,P_M/z$. The full amplitude decays as $\sqrt g\,w/z^2$. The spurious tail overtakes it once $|z|$ exceeds about $w/P_M$, so a generous cutoff pushes the error out to very large detuning but does not remove it. The identity below carries out the cancellation before any number is computed.

## Overlaps of the displaced oscillator

The core hole shifts the oscillator without changing its frequency. The shifted number states are $|\tilde m\rangle=D|m\rangle$, with $D=e^{-g/2}e^{-\sqrt g\,a^\dagger}e^{\sqrt g\,a}$. The system starts in the phonon vacuum and ends with one phonon, so

$$A_1(z)=\sum_m\frac{\langle 1|\tilde m\rangle\langle\tilde m|0\rangle}{z-mw}.$$

On the left, $\langle 0|e^{-\sqrt g a^\dagger}=\langle 0|$ and $\langle 1|e^{-\sqrt g a^\dagger}=\langle 1|-\sqrt g\,\langle 0|$. On the right, $e^{\sqrt g a}|m\rangle$ has component $g^{m/2}/\sqrt{m!}$ on $|0\rangle$ and $m\,g^{(m-1)/2}/\sqrt{m!}$ on $|1\rangle$, which is zero for $m=0$. Hence

$$\langle 0|\tilde m\rangle=e^{-g/2}\frac{g^{m/2}}{\sqrt{m!}},\qquad \langle 1|\tilde m\rangle=\frac{m-g}{\sqrt g}\,\langle 0|\tilde m\rangle .$$

The overlaps are real and $\langle 0|\tilde m\rangle^2=P_m$, which gives the sum at the top.

## From one propagator to two

For $g>0$, real $w$ and $\operatorname{Im}z\neq 0$,

$$A_1(z)=\sqrt g\,w\sum_{m\ge0}\frac{P_m}{(z-mw)(z-(m+1)w)} .$$

Write $f(m)=1/(z-mw)$. Since $|f(m)|\le 1/|\operatorname{Im}z|$ and $\sum_m P_m=1$, the series below converge absolutely. For $m\ge1$ we have $mP_m=gP_{m-1}$, and the term $m=0$ of $\sum_m mP_mf(m)$ vanishes. Therefore

$$\sum_m P_m(m-g)f(m)=g\sum_m P_m\,[f(m+1)-f(m)].$$

The difference of neighbouring propagators is

$$f(m+1)-f(m)=\frac{(z-mw)-(z-(m+1)w)}{(z-mw)(z-(m+1)w)}=\frac{w}{(z-mw)(z-(m+1)w)} .$$

Dividing by $\sqrt g$ gives the result.

In this single-mode model at zero temperature, the formula shows how detuning suppresses the phonon line, which matters when electron-phonon coupling is estimated from RIXS intensities.

## Weak coupling

As $g\to0$ only $P_0\to1$ survives, and to leading order

$$A_1\approx\frac{\sqrt g\,w}{z(z-w)}=\sqrt g\left(\frac1{z-w}-\frac1z\right).$$

The phonon is created either on entering the core-excited state or on leaving it, and the two paths carry opposite signs. Far from resonance they nearly cancel. For $\operatorname{Re}z$ between the levels $0$ and $w$ and small $|\operatorname{Im}z|$ they add, because the two propagators then differ in sign themselves. The original sum needs two terms for this; the new one needs only $m=0$.

## Summing the series in code

A program can start from $P_0=e^{-g}$, update $P_{m+1}=P_m\,g/(m+1)$, and add $P_m/((z-mw)(z-(m+1)w))$ until the Poisson weight still left out, divided by $(\operatorname{Im}z)^2$, is below the error allowed in the sum. At large detuning the important terms have nearly equal phases, so few digits are lost, and a cutoff rescales the $1/z^2$ tail slightly without changing its power. These remarks on cutoffs and limits are worked by hand; the Lean theorems concern the full series.

## Symbols and hypotheses in Lean

`overlap g n m` is $\langle n|\tilde m\rangle$, defined by the explicit finite sum for the matrix element of $D$; the operator itself is not constructed. `poisson g m` is $P_m$, and `amplitude g w n z` is the $n$-phonon amplitude, evaluated here only for $n=1$. The symbol `∑'` denotes the infinite sum.

`one_phonon_amplitude` states the identity for the amplitude built from overlaps, and `one_phonon_explicit` states it with the weights written out. Both assume `0 < g` and `z.im ≠ 0`, and allow any real `w`. The second condition stands for a finite core-hole lifetime, which keeps $z$ off the real levels $mw$. Energies share one unit, with $\hbar=1$.

The model has one harmonic mode, equal frequencies in both electronic states and the same lifetime for every level. Dipole matrix elements and polarisation factors are left out.

```lean
import Mathlib

open Finset

namespace PhononRIXS

noncomputable section

/-- The finite sum over intermediate number states in the matrix element `⟨n| · |m⟩` of
`exp(-s a†) exp(s a)`, without its factor `1/√(n! m!)`. -/
def displacementSum (s : ℝ) (n m : ℕ) : ℝ :=
  ∑ k ∈ range (n + 1), (n.choose k : ℝ) * (m.descFactorial k : ℝ) * (-s) ^ (n - k) * s ^ (m - k)

/-- Franck-Condon overlap `⟨n|m̃⟩`: the matrix element of the displacement operator
`exp(-g/2) exp(-√g a†) exp(√g a)` between number states, for Huang-Rhys factor `g ≥ 0`. -/
def overlap (g : ℝ) (n m : ℕ) : ℝ :=
  Real.exp (-g / 2) * displacementSum (√g) n m / (√(n.factorial : ℝ) * √(m.factorial : ℝ))

/-- The Poisson weight `P_m = exp(-g) g^m / m!`. -/
def poisson (g : ℝ) (m : ℕ) : ℝ := Real.exp (-g) * g ^ m / (m.factorial : ℝ)

/-- The `n`-phonon RIXS amplitude `∑ ⟨n|m̃⟩⟨m̃|0⟩/(z - m w)` at complex detuning `z`, for `z`
off the levels `m w`. -/
def amplitude (g w : ℝ) (n : ℕ) (z : ℂ) : ℂ :=
  ∑' m : ℕ, ((overlap g n m * overlap g 0 m : ℝ) : ℂ) / (z - (m : ℂ) * w)

/-- For `g ≥ 0` the squared overlap of level `m` with the phonon vacuum is the Poisson weight. -/
theorem vacuum_weight {g : ℝ} (hg : 0 ≤ g) (m : ℕ) :
    overlap g 0 m * overlap g 0 m = poisson g m := by
  have h0 : overlap g 0 m = Real.exp (-g / 2) * √g ^ m / √(m.factorial : ℝ) := by
    simp [overlap, displacementSum]
  have h1 : Real.exp (-g / 2) * Real.exp (-g / 2) = Real.exp (-g) := by
    rw [← Real.exp_add]
    congr 1
    ring
  have h2 : √g ^ m * √g ^ m = g ^ m := by rw [← mul_pow, Real.mul_self_sqrt hg]
  have h3 : √(m.factorial : ℝ) * √(m.factorial : ℝ) = m.factorial :=
    Real.mul_self_sqrt (by positivity)
  rw [h0, div_mul_div_comm, mul_mul_mul_comm, h1, h2, h3, poisson]

/-- For `g > 0` the product of the one-phonon and vacuum overlaps is `P_m (m - g)/√g`. -/
theorem one_phonon_weight {g : ℝ} (hg : 0 < g) (m : ℕ) :
    overlap g 1 m * overlap g 0 m = poisson g m * ((m : ℝ) - g) / √g := by
  have d0 : displacementSum (√g) 0 m = √g ^ m := by simp [displacementSum]
  have d1 : displacementSum (√g) 1 m = -√g * √g ^ m + (m : ℝ) * √g ^ (m - 1) := by
    simp [displacementSum, sum_range_succ]
  have d : √g * displacementSum (√g) 1 m = ((m : ℝ) - √g * √g) * √g ^ m := by
    rw [d1]
    cases m with
    | zero => simp
    | succ m =>
      rw [Nat.add_sub_cancel]
      ring
  -- the two overlaps differ by a factor linear in the level
  have r : overlap g 1 m * √g = overlap g 0 m * ((m : ℝ) - √g * √g) := by
    simp only [overlap, Nat.factorial_one, Nat.factorial_zero, Nat.cast_one, Real.sqrt_one,
      one_mul, d0]
    linear_combination Real.exp (-g / 2) / √(m.factorial : ℝ) * d
  rw [eq_div_iff (Real.sqrt_pos.2 hg).ne']
  linear_combination overlap g 0 m * r + ((m : ℝ) - √g * √g) * vacuum_weight hg.le m
    - poisson g m * Real.mul_self_sqrt hg.le

/-- The Poisson weights sum to one. -/
theorem hasSum_poisson (g : ℝ) : HasSum (fun m => poisson g m) 1 := by
  have h := (Real.summable_pow_div_factorial g).hasSum.mul_left (Real.exp (-g))
  have e : ∑' m : ℕ, g ^ m / (m.factorial : ℝ) = Real.exp g := by
    rw [Real.exp_eq_exp_ℝ, NormedSpace.exp_eq_tsum_div]
  rw [e, ← Real.exp_add, neg_add_cancel, Real.exp_zero] at h
  have p : (fun m => poisson g m) = fun m : ℕ => Real.exp (-g) * (g ^ m / (m.factorial : ℝ)) :=
    funext fun m => mul_div_assoc _ _ _
  rw [p]
  exact h

/-- Summation by parts: for bounded `f`, the Poisson average of `(m - g) f(m)` is `g` times
that of `f(m+1) - f(m)`. -/
theorem poisson_by_parts (g : ℝ) {f : ℕ → ℂ} {C : ℝ} (hf : ∀ m, ‖f m‖ ≤ C) :
    HasSum (fun m : ℕ => (poisson g m : ℂ) * ((m : ℂ) - g) * f m)
      ((g : ℂ) * ∑' m, (poisson g m : ℂ) * (f (m + 1) - f m)) := by
  have S : ∀ u : ℕ → ℂ, (∀ m, ‖u m‖ ≤ C) → Summable (fun m => (poisson g m : ℂ) * u m) :=
    fun u hu => Summable.of_norm_bounded (g := fun m => ‖poisson g m‖ * C)
      ((hasSum_poisson g).summable.norm.mul_right C) fun m => by
        rw [norm_mul, Complex.norm_real]
        exact mul_le_mul_of_nonneg_left (hu m) (norm_nonneg _)
  have s1 := S f hf
  have s2 := S (fun m => f (m + 1)) fun m => hf (m + 1)
  have hp : ∀ m : ℕ, poisson g (m + 1) * ((m + 1 : ℕ) : ℝ) = g * poisson g m := fun m => by
    have h1 : (m : ℝ) + 1 ≠ 0 := by positivity
    have h2 : (m.factorial : ℝ) ≠ 0 := by positivity
    rw [poisson, poisson, Nat.factorial_succ, Nat.cast_mul, Nat.cast_succ, pow_succ]
    field_simp
  -- the factor m lowers the level by one
  have s3 : HasSum (fun m : ℕ => (poisson g m : ℂ) * (m : ℂ) * f m)
      ((g : ℂ) * ∑' m, (poisson g m : ℂ) * f (m + 1)) := by
    refine (hasSum_nat_add_iff' 1).1 ?_
    simp only [sum_range_one, Nat.cast_zero, mul_zero, zero_mul, sub_zero]
    have k := s2.hasSum.mul_left (g : ℂ)
    have e : ∀ m : ℕ, (g : ℂ) * ((poisson g m : ℂ) * f (m + 1))
        = (poisson g (m + 1) : ℂ) * ((m + 1 : ℕ) : ℂ) * f (m + 1) := fun m => by
      have h := congrArg Complex.ofReal (hp m)
      simp only [Complex.ofReal_mul, Complex.ofReal_natCast] at h
      linear_combination (-f (m + 1)) * h
    simp only [e] at k
    exact k
  simp only [mul_sub (poisson g _ : ℂ) (f _)]
  rw [s2.tsum_sub s1, mul_sub]
  have k := s3.sub (s1.hasSum.mul_left (g : ℂ))
  have e : ∀ m : ℕ, (poisson g m : ℂ) * (m : ℂ) * f m - (g : ℂ) * ((poisson g m : ℂ) * f m)
      = (poisson g m : ℂ) * ((m : ℂ) - g) * f m := fun m => by ring
  simp only [e] at k
  exact k

/-- Sum rule: for `g > 0` the one-phonon products of overlaps add up to zero. -/
theorem one_phonon_sum_rule {g : ℝ} (hg : 0 < g) :
    HasSum (fun m => ((overlap g 1 m * overlap g 0 m : ℝ) : ℂ)) 0 := by
  have h := poisson_by_parts g (f := fun _ => 1) (C := 1) (by simp)
  simp only [sub_self, mul_zero, tsum_zero, mul_one] at h
  have h' := h.mul_right (√g : ℂ)⁻¹
  rw [zero_mul] at h'
  have e : ∀ m : ℕ, (poisson g m : ℂ) * ((m : ℂ) - g) * (√g : ℂ)⁻¹
      = ((overlap g 1 m * overlap g 0 m : ℝ) : ℂ) := fun m => by
    rw [one_phonon_weight hg, Complex.ofReal_div, Complex.ofReal_mul, Complex.ofReal_sub,
      Complex.ofReal_natCast, div_eq_mul_inv]
  simp only [e] at h'
  exact h'

/-- The distance of `z` from a real level `m w` is at least `|Im z|`. -/
theorem im_le_norm (z : ℂ) (w : ℝ) (m : ℕ) : |z.im| ≤ ‖z - (m : ℂ) * (w : ℂ)‖ := by
  have h := Complex.abs_im_le_norm (z - (m : ℂ) * (w : ℂ))
  simpa using h

/-- Detuning dependence of one-phonon RIXS: for `g > 0` and nonreal `z`, the amplitude is `√g w`
times the Poisson average of the product of two neighbouring propagators. -/
theorem one_phonon_amplitude {g : ℝ} (hg : 0 < g) (w : ℝ) {z : ℂ} (hz : z.im ≠ 0) :
    amplitude g w 1 z = (√g : ℂ) * w * ∑' m : ℕ,
      (poisson g m : ℂ) / ((z - (m : ℂ) * w) * (z - ((m : ℂ) + 1) * w)) := by
  have ne : ∀ m : ℕ, z - (m : ℂ) * (w : ℂ) ≠ 0 := fun m =>
    norm_pos_iff.1 ((abs_pos.2 hz).trans_le (im_le_norm z w m))
  have h := (poisson_by_parts g (f := fun m => (z - (m : ℂ) * w)⁻¹) (C := |z.im|⁻¹) fun m => by
    rw [norm_inv]
    exact inv_anti₀ (abs_pos.2 hz) (im_le_norm z w m)).tsum_eq
  have ha : amplitude g w 1 z
      = (√g : ℂ)⁻¹ * ∑' m : ℕ, (poisson g m : ℂ) * ((m : ℂ) - g) * (z - (m : ℂ) * w)⁻¹ := by
    rw [← tsum_mul_left]
    refine tsum_congr fun m => ?_
    rw [one_phonon_weight hg, Complex.ofReal_div, Complex.ofReal_mul, Complex.ofReal_sub,
      Complex.ofReal_natCast]
    ring
  -- the difference of neighbouring propagators is w times their product
  have hd : ∑' m : ℕ, (poisson g m : ℂ) *
      ((z - ((m + 1 : ℕ) : ℂ) * w)⁻¹ - (z - (m : ℂ) * w)⁻¹) = (w : ℂ) * ∑' m : ℕ,
        (poisson g m : ℂ) / ((z - (m : ℂ) * w) * (z - ((m : ℂ) + 1) * w)) := by
    rw [← tsum_mul_left]
    refine tsum_congr fun m => ?_
    have e : z - (m : ℂ) * w - (z - ((m : ℂ) + 1) * w) = w := by ring
    rw [inv_sub_inv (ne (m + 1)) (ne m), Nat.cast_succ, e]
    ring
  have hs : (√g : ℂ) * (√g : ℂ) = g := by
    rw [← Complex.ofReal_mul, Real.mul_self_sqrt hg.le]
  have h0 : (√g : ℂ) ≠ 0 := Complex.ofReal_ne_zero.2 (Real.sqrt_pos.2 hg).ne'
  rw [ha, h, hd, inv_mul_eq_iff_eq_mul₀ h0, ← hs]
  ring

/-- The identity of `one_phonon_amplitude` with the products of overlaps written out as
`P_m (m - g)/√g`, for `g > 0` and nonreal `z`. -/
theorem one_phonon_explicit {g : ℝ} (hg : 0 < g) (w : ℝ) {z : ℂ} (hz : z.im ≠ 0) :
    ∑' m : ℕ, (poisson g m : ℂ) * ((m : ℂ) - g) / ((√g : ℂ) * (z - (m : ℂ) * w))
      = (√g : ℂ) * w * ∑' m : ℕ,
        (poisson g m : ℂ) / ((z - (m : ℂ) * w) * (z - ((m : ℂ) + 1) * w)) := by
  rw [← one_phonon_amplitude hg w hz]
  refine tsum_congr fun m => ?_
  rw [one_phonon_weight hg, Complex.ofReal_div, Complex.ofReal_mul, Complex.ofReal_sub,
    Complex.ofReal_natCast, div_div]

end

end PhononRIXS
```

```lean
#print axioms PhononRIXS.one_phonon_sum_rule
-- 'PhononRIXS.one_phonon_sum_rule' depends on axioms: [propext, Classical.choice, Quot.sound]
#print axioms PhononRIXS.one_phonon_amplitude
-- 'PhononRIXS.one_phonon_amplitude' depends on axioms: [propext, Classical.choice, Quot.sound]
#print axioms PhononRIXS.one_phonon_explicit
-- 'PhononRIXS.one_phonon_explicit' depends on axioms: [propext, Classical.choice, Quot.sound]
```

## The Poisson recurrence and the propagator difference in the proof

`vacuum_weight` squares the vacuum overlap. `one_phonon_weight` derives the factor $(m-g)/\sqrt g$; it splits off $m=0$ because the power $m-1$ appears, and `linear_combination` finishes the algebra.

`hasSum_poisson` obtains $\sum_m P_m=1$ from the exponential series. `poisson_by_parts` is the central step, stated for any bounded `f`. Inside it, `S` proves convergence by comparison with the Poisson weights, `hp` is the recurrence $(m+1)P_{m+1}=gP_m$, and `s3` shifts the index after discarding the vanishing term $m=0$. Subtracting $g\sum_m P_mf(m)$ completes the lemma. With `f` constant, it yields `one_phonon_sum_rule`, the zero sum of the weights.

`im_le_norm` supplies the bound $|z-mw|\ge|\operatorname{Im}z|$. In `one_phonon_amplitude`, this bound shows that no denominator vanishes (`ne`) and that the propagator is bounded, so `poisson_by_parts` applies (`h`). Then `ha` inserts the weights, `hd` computes the propagator difference, and `hs` turns $g/\sqrt g$ into $\sqrt g$. `one_phonon_explicit` follows by rewriting each term with `one_phonon_weight`.
